# The energy-gap law for Franck–Condon factors of one displaced harmonic mode

For a harmonic mode with the same frequency in both electronic states and Huang–Rhys factor $S>0$, let $p_n=e^{-S}S^n/n!$ be the Franck–Condon factor from the displaced vibrational ground state to the level with $n$ quanta. Then

$$\frac{\log p_n}{n}+\log\frac nS\;\longrightarrow\;1\qquad(n\to\infty).$$

Equivalently, $p_n=\exp[-n(\log(n/S)-1+o(1))]$. The exponent per quantum tends to infinity with $n$, so $p_n$ falls faster than any exponential in the energy gap.

## A displaced ground state and its overlaps

Two electronic states share one vibrational mode of frequency $\omega$, with the same curvature but different equilibrium positions. Let $a$ be the lowering operator of the final state's oscillator, with levels $|n\rangle$ and $a|n\rangle=\sqrt n\,|n-1\rangle$. The shifted oscillator has lowering operator $a-d$, where $d$ is the shift of the equilibrium position in units of $\sqrt{2\hbar/(m\omega)}$, with $m$ the mass of the mode. Its ground state $\phi$ is annihilated by $a-d$, so $a\phi=d\phi$.

Writing $\phi=\sum_n c_n|n\rangle$ and comparing coefficients gives

$$\sqrt{n+1}\,c_{n+1}=d\,c_n,\qquad \sum_{n\ge0}|c_n|^2=1.$$

The second relation is normalisation. With $S=|d|^2$, the reorganisation energy is $\lambda=S\hbar\omega$.

Consider nonradiative decay from the vibrational ground state across a gap $E=n\hbar\omega$ between the two potential minima. If this single mode accepts all the energy and the electronic coupling does not depend on its coordinate, $p_n$ is the vibrational factor in the golden-rule rate. The law here concerns that factor alone: electronic coupling, density of states, temperature and further modes do not enter.

## What the theorems say

`IsDisplacedGround d c` consists of the two relations above, for a complex number `d` and a sequence `c`; the shift of position described above is the case of real `d`. They are taken as the definition of the model; the operators and wavefunctions behind them are not constructed. `overlap_sq_eq_franckCondon` states that every such sequence has $|c_n|^2=p_n$ with $S=|d|^2$, and `displacedOverlap_witness` supplies such a sequence for every $d$.

`franckCondon S n` is $p_n$, and `gapExponent S n` is $\gamma_n=\log(n/S)-1$. The main theorem, `energy_gap_law`, assumes only $S>0$ and takes the limit at fixed $S$. Lean's sequence also has a term at $n=0$, where division by zero returns zero; the limit does not see it.

In `energy_gap_law_energy`, `hw` stands for $\hbar\omega$ and `lam` for $\lambda$, both positive. The gap takes only the values $E=n\hbar\omega$, and the statement reads

$$\frac{\hbar\omega\log p_n}{E}+\log\frac{E}{\lambda}\longrightarrow1.$$

## From the recursion to the Poisson distribution

Taking squared moduli in the recursion gives $(n+1)|c_{n+1}|^2=S|c_n|^2$, and by induction

$$|c_n|^2=|c_0|^2\frac{S^n}{n!}.$$

Summing over $n$ gives $1=|c_0|^2e^S$. Hence $|c_0|^2=e^{-S}$ and $|c_n|^2=p_n$.

## Bounding the factorial

For $n\ge1$,

$$n\log n-n\;\le\;\log n!\;\le\;(n+1)\log n-n+1.$$

At $n=1$ this reads $-1\le0\le0$. For the step from $n$ to $n+1$, use $\log(n+1)!=\log n!+\log(n+1)$. Given the bounds at $n$, those at $n+1$ follow from

$$n\log\frac{n+1}{n}\le1\qquad\text{and}\qquad(n+1)\log\frac{n+1}{n}\ge1,$$

for the lower and the upper bound respectively. Both come from $\log x\le x-1$, the first at $x=(n+1)/n$ and the second at $x=n/(n+1)$.

## The law at finite n and its limit

Since $\log p_n=-S+n\log S-\log n!$, the factorial bounds give, for every $n\ge1$,

$$-S-n\gamma_n-(1+\log n)\;\le\;\log p_n\;\le\;-S-n\gamma_n.$$

Dividing by $n$ and adding $\log(n/S)=\gamma_n+1$,

$$1-\frac Sn-\frac{1+\log n}{n}\;\le\;\frac{\log p_n}{n}+\log\frac nS\;\le\;1-\frac Sn.$$

Both outer expressions tend to $1$, which proves the limit. For the energy form, substitute $n=E/\hbar\omega$ and $S=\lambda/\hbar\omega$, so that $n/S=E/\lambda$.

The comparison with exponentials is a separate short argument. For any real $b$,

$$e^{bn}p_n=e^{-S}\frac{(e^bS)^n}{n!}\longrightarrow0,$$

because the middle expression is a constant times a term of the convergent series for $\exp(e^bS)$.

## The Lean file

```lean
import Mathlib

open Filter Topology

namespace EnergyGapLaw

noncomputable section

/-- The Franck-Condon factor `exp(-S) S^n / n!` for `n` vibrational quanta at
Huang-Rhys factor `S`. -/
def franckCondon (S : ℝ) (n : ℕ) : ℝ :=
  Real.exp (-S) * S ^ n / (n.factorial : ℝ)

/-- The energy-gap exponent per quantum, `log(n/S) - 1`. -/
def gapExponent (S : ℝ) (n : ℕ) : ℝ := Real.log (n / S) - 1

/-- The numbers `c n` are the overlaps of a normalised eigenvector of the lowering operator,
with eigenvalue `d`, with the harmonic levels `n`. -/
def IsDisplacedGround (d : ℂ) (c : ℕ → ℂ) : Prop :=
  (∀ n : ℕ, ((Real.sqrt ((n : ℝ) + 1) : ℝ) : ℂ) * c (n + 1) = d * c n) ∧
    HasSum (fun n => ‖c n‖ ^ 2) 1

/-- Explicit overlaps `exp(-|d|²/2) d^n / √(n!)` of a displaced ground state. -/
def displacedOverlap (d : ℂ) (n : ℕ) : ℂ :=
  ((Real.exp (-‖d‖ ^ 2 / 2) / Real.sqrt (n.factorial : ℝ) : ℝ) : ℂ) * d ^ n

/-- The Franck-Condon factors sum to one over all final levels. -/
theorem hasSum_franckCondon (S : ℝ) : HasSum (franckCondon S) 1 := by
  have hs : HasSum (fun n : ℕ => S ^ n / (n.factorial : ℝ)) (Real.exp S) := by
    have h := (Real.summable_pow_div_factorial S).hasSum
    have e : Real.exp S = ∑' n : ℕ, S ^ n / (n.factorial : ℝ) := by
      rw [Real.exp_eq_exp_ℝ, NormedSpace.exp_eq_tsum_div]
    rw [e]
    exact h
  have h := hs.mul_left (Real.exp (-S))
  rw [← Real.exp_add, neg_add_cancel, Real.exp_zero] at h
  have e : franckCondon S = fun n : ℕ => Real.exp (-S) * (S ^ n / (n.factorial : ℝ)) := by
    funext n
    rw [franckCondon, mul_div_assoc]
  rw [e]
  exact h

/-- The squared overlaps of a displaced ground state are the Franck-Condon factors with
Huang-Rhys factor `|d|²`. -/
theorem overlap_sq_eq_franckCondon {d : ℂ} {c : ℕ → ℂ} (hc : IsDisplacedGround d c) (n : ℕ) :
    ‖c n‖ ^ 2 = franckCondon (‖d‖ ^ 2) n := by
  -- the recursion fixes every overlap relative to the zero-quantum one
  have h : ∀ m : ℕ, ‖c m‖ ^ 2 =
      ‖c 0‖ ^ 2 * Real.exp (‖d‖ ^ 2) * franckCondon (‖d‖ ^ 2) m := by
    intro m
    induction m with
    | zero =>
      have e : Real.exp (‖d‖ ^ 2) * Real.exp (-‖d‖ ^ 2) = 1 := by
        rw [← Real.exp_add, add_neg_cancel, Real.exp_zero]
      simp only [franckCondon, pow_zero, Nat.factorial_zero, Nat.cast_one, mul_one, div_one]
      rw [mul_assoc, e, mul_one]
    | succ m ih =>
      have e := congrArg (fun z : ℂ => ‖z‖ ^ 2) (hc.1 m)
      simp only [norm_mul, mul_pow, Complex.norm_real, Real.norm_eq_abs, sq_abs] at e
      rw [Real.sq_sqrt (by positivity), ih] at e
      have hm : (m : ℝ) + 1 ≠ 0 := by positivity
      have hf : (m.factorial : ℝ) ≠ 0 := by positivity
      apply mul_left_cancel₀ hm
      rw [e, franckCondon, franckCondon, Nat.factorial_succ, pow_succ]
      push_cast
      field_simp
      ring
  -- normalisation fixes the remaining constant
  have hsum := (hasSum_franckCondon (‖d‖ ^ 2)).mul_left (‖c 0‖ ^ 2 * Real.exp (‖d‖ ^ 2))
  have hfun : (fun m => ‖c m‖ ^ 2) =
      fun m => ‖c 0‖ ^ 2 * Real.exp (‖d‖ ^ 2) * franckCondon (‖d‖ ^ 2) m := funext h
  have h1 := hc.2
  rw [hfun] at h1
  have h2 := h1.unique hsum
  rw [h n, ← mul_one (‖c 0‖ ^ 2 * Real.exp (‖d‖ ^ 2)), ← h2, one_mul]

/-- The explicit overlaps `displacedOverlap d` satisfy the displaced-ground-state relations
for every complex displacement `d`. -/
theorem displacedOverlap_witness (d : ℂ) : IsDisplacedGround d (displacedOverlap d) := by
  constructor
  · intro n
    have hr : Real.sqrt ((n : ℝ) + 1) *
        (Real.exp (-‖d‖ ^ 2 / 2) / Real.sqrt ((n + 1).factorial : ℝ)) =
        Real.exp (-‖d‖ ^ 2 / 2) / Real.sqrt (n.factorial : ℝ) := by
      have h1 : Real.sqrt ((n : ℝ) + 1) ≠ 0 := by positivity
      have h2 : Real.sqrt (n.factorial : ℝ) ≠ 0 := by positivity
      rw [Nat.factorial_succ, Nat.cast_mul, Nat.cast_add, Nat.cast_one,
        Real.sqrt_mul (by positivity)]
      field_simp
    rw [displacedOverlap, displacedOverlap, ← mul_assoc, ← Complex.ofReal_mul, hr, pow_succ]
    ring
  · have e : (fun n => ‖displacedOverlap d n‖ ^ 2) = franckCondon (‖d‖ ^ 2) := by
      funext n
      have h2 : Real.exp (-‖d‖ ^ 2 / 2) ^ 2 = Real.exp (-‖d‖ ^ 2) := by
        rw [← Real.exp_nat_mul]
        congr 1
        push_cast
        ring
      rw [displacedOverlap, norm_mul, mul_pow, Complex.norm_real, Real.norm_eq_abs, sq_abs,
        div_pow, h2, Real.sq_sqrt (by positivity), norm_pow, franckCondon]
      ring
    rw [e]
    exact hasSum_franckCondon _

/-- Two-sided Stirling-type bounds on `log n!` for every `n ≥ 1`. -/
theorem log_factorial_bounds {n : ℕ} (hn : 1 ≤ n) :
    n * Real.log n - n ≤ Real.log (n.factorial : ℝ) ∧
      Real.log (n.factorial : ℝ) ≤ (n + 1) * Real.log n - n + 1 := by
  induction n, hn using Nat.le_induction with
  | base => simp
  | succ n hn ih =>
    have h0 : (0 : ℝ) < n := by exact_mod_cast hn
    have h1 : (0 : ℝ) < (n : ℝ) + 1 := by positivity
    -- both bounds follow from log x ≤ x - 1 at the two ratios of neighbouring integers
    have a := Real.log_le_sub_one_of_pos (div_pos h1 h0)
    have b := Real.log_le_sub_one_of_pos (div_pos h0 h1)
    rw [Real.log_div h1.ne' h0.ne'] at a
    rw [Real.log_div h0.ne' h1.ne'] at b
    have a' := mul_le_mul_of_nonneg_left a h0.le
    have b' := mul_le_mul_of_nonneg_left b h1.le
    have ea : (n : ℝ) * (((n : ℝ) + 1) / n - 1) = 1 := by
      field_simp
      try ring
    have eb : ((n : ℝ) + 1) * ((n : ℝ) / (n + 1) - 1) = -1 := by
      field_simp
      try ring
    rw [ea] at a'
    rw [eb] at b'
    rw [Nat.factorial_succ, Nat.cast_mul, Real.log_mul (by positivity) (by positivity)]
    push_cast
    constructor
    · linarith [ih.1]
    · linarith [ih.2]

/-- Energy-gap law at finite `n`: the logarithm of the Franck-Condon factor equals
`-S - n (log(n/S) - 1)` up to a deficit of at most `1 + log n`. -/
theorem log_franckCondon_bounds {S : ℝ} (hS : 0 < S) {n : ℕ} (hn : 1 ≤ n) :
    -S - n * gapExponent S n - (1 + Real.log n) ≤ Real.log (franckCondon S n) ∧
      Real.log (franckCondon S n) ≤ -S - n * gapExponent S n := by
  have h0 : (0 : ℝ) < n := by exact_mod_cast hn
  obtain ⟨h1, h2⟩ := log_factorial_bounds hn
  rw [franckCondon, gapExponent, Real.log_div h0.ne' hS.ne',
    Real.log_div (by positivity) (by positivity),
    Real.log_mul (by positivity) (by positivity), Real.log_exp, Real.log_pow]
  constructor <;> linarith

/-- Energy-gap law: `log(p_n)/n + log(n/S)` tends to `1` as the number of quanta `n` grows. -/
theorem energy_gap_law {S : ℝ} (hS : 0 < S) :
    Tendsto (fun n : ℕ => Real.log (franckCondon S n) / n + Real.log (n / S))
      atTop (𝓝 1) := by
  have hl : Tendsto (fun n : ℕ => Real.log n / (n : ℝ)) atTop (𝓝 0) :=
    Real.isLittleO_log_id_atTop.tendsto_div_nhds_zero.comp tendsto_natCast_atTop_atTop
  have hc (a : ℝ) : Tendsto (fun n : ℕ => a / (n : ℝ)) atTop (𝓝 0) :=
    tendsto_const_div_atTop_nhds_zero_nat a
  have hup : Tendsto (fun n : ℕ => 1 - S / (n : ℝ)) atTop (𝓝 1) := by
    simpa using (hc S).const_sub 1
  have hlo : Tendsto (fun n : ℕ => 1 - S / (n : ℝ) - (1 / (n : ℝ) + Real.log n / n))
      atTop (𝓝 1) := by
    simpa using hup.sub ((hc 1).add hl)
  -- squeeze between the finite-n bounds divided by n
  refine tendsto_of_tendsto_of_tendsto_of_le_of_le' hlo hup ?_ ?_
  · filter_upwards [eventually_ge_atTop 1] with n hn
    have h0 : (0 : ℝ) < n := by exact_mod_cast hn
    have h := div_le_div_of_nonneg_right (log_franckCondon_bounds hS hn).1 h0.le
    have e : (-S - n * gapExponent S n - (1 + Real.log n)) / n =
        1 - S / (n : ℝ) - (1 / (n : ℝ) + Real.log n / n) - Real.log (n / S) := by
      rw [gapExponent]
      generalize Real.log ((n : ℝ) / S) = L
      field_simp
      ring
    linarith
  · filter_upwards [eventually_ge_atTop 1] with n hn
    have h0 : (0 : ℝ) < n := by exact_mod_cast hn
    have h := div_le_div_of_nonneg_right (log_franckCondon_bounds hS hn).2 h0.le
    have e : (-S - n * gapExponent S n) / n = 1 - S / (n : ℝ) - Real.log (n / S) := by
      rw [gapExponent]
      generalize Real.log ((n : ℝ) / S) = L
      field_simp
      ring
    linarith

/-- Energy-gap law in energy units, for gaps `n * hw` with vibrational quantum `hw` and
reorganisation energy `lam = S * hw`. -/
theorem energy_gap_law_energy {hw lam : ℝ} (hhw : 0 < hw) (hlam : 0 < lam) :
    Tendsto (fun n : ℕ => hw * Real.log (franckCondon (lam / hw) n) / (n * hw) +
      Real.log (n * hw / lam)) atTop (𝓝 1) := by
  refine (energy_gap_law (div_pos hlam hhw)).congr fun n => ?_
  rw [mul_comm hw, mul_div_mul_right _ _ hhw.ne', div_div_eq_mul_div]

/-- Franck-Condon factors fall faster than any exponential in the number of quanta:
`exp(a n) p_n` tends to zero for every real `a`. -/
theorem franckCondon_superexponential (S a : ℝ) :
    Tendsto (fun n : ℕ => Real.exp (n * a) * franckCondon S n) atTop (𝓝 0) := by
  have h := (Real.summable_pow_div_factorial (Real.exp a * S)).tendsto_atTop_zero.const_mul
    (Real.exp (-S))
  rw [mul_zero] at h
  refine h.congr fun n => ?_
  rw [franckCondon, Real.exp_nat_mul, mul_pow]
  ring

end

end EnergyGapLaw
```

```lean
#print axioms EnergyGapLaw.overlap_sq_eq_franckCondon
#print axioms EnergyGapLaw.log_franckCondon_bounds
#print axioms EnergyGapLaw.energy_gap_law_energy
#print axioms EnergyGapLaw.franckCondon_superexponential
```

```
'EnergyGapLaw.overlap_sq_eq_franckCondon' depends on axioms: [propext, Classical.choice, Quot.sound]
'EnergyGapLaw.log_franckCondon_bounds' depends on axioms: [propext, Classical.choice, Quot.sound]
'EnergyGapLaw.energy_gap_law_energy' depends on axioms: [propext, Classical.choice, Quot.sound]
'EnergyGapLaw.franckCondon_superexponential' depends on axioms: [propext, Classical.choice, Quot.sound]
```

## How the proof follows the derivation

`hasSum_franckCondon` multiplies the exponential series by $e^{-S}$ to show that the factors sum to one. `overlap_sq_eq_franckCondon` then follows the Poisson argument in a slightly different arrangement. Its induction proves $|c_m|^2=|c_0|^2e^S\,p_m$, with the squared recursion obtained by applying `‖z‖ ^ 2` to both sides. Summing both sides and using the uniqueness of sums (`h1.unique hsum`) forces $|c_0|^2e^S=1$.

`displacedOverlap_witness` checks the two defining relations for $c_n=e^{-|d|^2/2}d^n/\sqrt{n!}$. The recursion reduces to $\sqrt{(n+1)!}=\sqrt{n+1}\sqrt{n!}$, and normalisation to the sum already proved.

In `log_factorial_bounds`, the induction starts at $n=1$. The facts `a` and `b` are the two uses of $\log x\le x-1$; multiplied by $n$ and $n+1$ they become `a'` and `b'`, and `linarith` combines them with the induction hypothesis. `log_franckCondon_bounds` expands the logarithm of $p_n$ and inserts these bounds.

`energy_gap_law` is the squeeze. `hlo` and `hup` give the limits of the outer expressions, using $\log n/n\to0$, and the two final blocks divide the finite-$n$ bounds by $n$ for all $n\ge1$. `energy_gap_law_energy` applies this theorem at $S=\lambda/\hbar\omega$ and cancels the common factor $\hbar\omega$.

`franckCondon_superexponential` uses neither the logarithmic bounds nor $S>0$. It takes the terms of a summable series, which tend to zero, multiplies them by $e^{-S}$ and rewrites the products as $e^{bn}p_n$, with `a` in the file playing the part of $b$.
